# Minimising a model energy of N electrons over their shared orbital scale

In this model, N electrons share one orbital scale z, and their energy is N(Tz² − Vz) + N(N − 1)Fz/2, with real coefficients T, V and F that do not depend on z. The three terms are the kinetic energy, the attraction to the nucleus and the repulsion between pairs of electrons. The lemma says that if T > 0 and (N − 1)F < 2V, the energy attains its minimum over z > 0 at z = (2V − (N − 1)F)/(4T). The proof first checks that this scale is positive, then completes the square to show that no other positive scale gives a lower energy.

The first attempt, which Lean rejects:

```lean
import Mathlib

open Filter Topology

namespace IsLeastShellEnergy

noncomputable section

/-- Energy of `N` electrons sharing the orbital scale `z`: kinetic energy `T z²` and nuclear
attraction `-V z` for each electron, and repulsion `F z` for each pair. -/
def shellEnergy (T V F : ℝ) (N : ℕ) (z : ℝ) : ℝ :=
  N * (T * z ^ 2 - V * z) + N * (N - 1) / 2 * (F * z)

/-- The stationary orbital scale of `N` electrons, for `T ≠ 0`. -/
def optimalScale (T V F : ℝ) (N : ℕ) : ℝ :=
  (2 * V - (N - 1) * F) / (4 * T)

/-- For `T ≠ 0` the energy is a parabola in the orbital scale, centred at the stationary
scale. -/
theorem shellEnergy_eq_square {T : ℝ} (hT : T ≠ 0) (V F : ℝ) (N : ℕ) (z : ℝ) :
    shellEnergy T V F N z =
      N * T * (z - optimalScale T V F N) ^ 2 - N * T * optimalScale T V F N ^ 2 := by
  unfold shellEnergy optimalScale
  field_simp
  ring

/-- If `T > 0` and `(N - 1) F < 2 V`, the energy of `N` electrons attains its minimum over
`z > 0` at the stationary scale. -/
theorem isLeast_shellEnergy {T V F : ℝ} {N : ℕ} (hT : 0 < T)
    (hV : ((N : ℝ) - 1) * F < 2 * V) :
    IsLeast (shellEnergy T V F N '' Set.Ioi 0)
      (shellEnergy T V F N (optimalScale T V F N)) := by
  constructor
  · refine ⟨optimalScale T V F N, ?_, rfl⟩
    exact div_pos (by linarith) (by linarith)
  · rintro _ ⟨z, _, rfl⟩
    rw [shellEnergy_eq_square hT.ne' V F N z,
      shellEnergy_eq_square hT.ne' V F N (optimalScale T V F N)]
    have h : 0 ≤ (N : ℝ) * T * (z - optimalScale T V F N) ^ 2 := by positivity
    linarith [h, show (N : ℝ) * T * (optimalScale T V F N - optimalScale T V F N) ^ 2 = 0
      by ring]

end

end IsLeastShellEnergy
```

Compiling this gives:

```
Main.lean:35:22: error: linarith failed to find a contradiction
T V F : ℝ
N : ℕ
hT : 0 < T
hV : (↑N - 1) * F < 2 * V
⊢ False
failed
Main.lean:35:36: error: linarith failed to find a contradiction
T V F : ℝ
N : ℕ
hT : 0 < T
hV : (↑N - 1) * F < 2 * V
⊢ False
failed
```

What went wrong. Both errors come from the check that the stationary scale is positive. The goal there is that `optimalScale T V F N` lies in `Set.Ioi 0`, so the quotient that `div_pos` needs is hidden inside a definition. The two `linarith` calls should prove that the numerator and the denominator are positive, which follows from `hV` and `hT`. But `linarith` proves an inequality by adding its negation to the hypotheses, and neither message lists one. Each call was left looking for a contradiction between `hT` and `hV` alone, and there is none. Lean had not worked out the two concrete inequalities from the goal by the time `linarith` ran.

The repair states the positivity of the quotient explicitly, as `hpos`. Now `div_pos` can read off the numerator and denominator, and each `linarith` call gets a definite inequality to prove. `exact hpos` then closes the original goal, because membership in `Set.Ioi 0` and `optimalScale` unfold to exactly that statement.

Fix (accepted with no message):

```diff
@@ -33,5 +33,7 @@
   constructor
   · refine ⟨optimalScale T V F N, ?_, rfl⟩
-    exact div_pos (by linarith) (by linarith)
+    have hpos : 0 < (2 * V - ((N : ℝ) - 1) * F) / (4 * T) :=
+      div_pos (by linarith) (by linarith)
+    exact hpos
   · rintro _ ⟨z, _, rfl⟩
     rw [shellEnergy_eq_square hT.ne' V F N z,
```
